# Second derivative of the sum-of-squares localisation measure under orbital rotation

## Operators, orbitals and the measure

Take a finite set of real orthonormal orbitals $\phi_i$ and a finite family of one-electron operators, each represented by a real matrix $X_a$ in the orbital basis. The index $a$ labels operators and $i,j,k$ label orbitals. In the code these labels come from the finite types `ι` and `n`.

In Lean 4 with Mathlib:

```lean
import Mathlib

open Matrix

namespace LocalisationHessian

noncomputable section

variable {n ι : Type*} [Fintype n] [Fintype ι]
```

The commutator has the sign convention $[A,B]=AB-BA$.

```lean
/-- The commutator `[A, B] = AB - BA` of two matrices. -/
def comm (A B : Matrix n n ℝ) : Matrix n n ℝ := A * B - B * A
```

The localisation measure is the sum of all squared diagonal elements,

$$L=\sum_a\sum_i (X_a)_{ii}^2 .$$

If the $X_a$ are the three Cartesian components of position, this is the Foster–Boys measure in the form that is maximised. A single operator $Q$ is the case in which $a$ takes one value.

```lean
/-- The localisation measure of a family of operators: the sum of the squares of all their
diagonal elements in the orbital basis. -/
def locMeasure (X : ι → Matrix n n ℝ) : ℝ := ∑ a, ∑ i, (X a i i) ^ 2
```

For a real matrix $K$, which gives the direction of the rotation, define the Hessian form

$$H(K)=\sum_a\Big[2\sum_i [X_a,K]_{ii}^2+2\sum_i (X_a)_{ii}\,[[X_a,K],K]_{ii}\Big].$$

At this point `locHessian` is only a name for the expression. That it is the second derivative of $L$ is proved below.

```lean
/-- The Hessian form of the localisation measure in the direction `K`. -/
def locHessian (X : ι → Matrix n n ℝ) (K : Matrix n n ℝ) : ℝ :=
  ∑ a, (2 * ∑ i, (comm (X a) K i i) ^ 2 + 2 * ∑ i, X a i i * comm (comm (X a) K) K i i)
```

Written in elements, the commutator is $[A,B]_{ij}=\sum_k (A_{ik}B_{kj}-B_{ik}A_{kj})$.

```lean
theorem comm_apply (A B : Matrix n n ℝ) (i j : n) :
    comm A B i j = ∑ k, (A i k * B k j - B i k * A k j) := by
  simp only [comm, Matrix.sub_apply, Matrix.mul_apply, Finset.sum_sub_distrib]
```

## The rotation generated by $K$

The orbitals change as $\phi_i(t)=\sum_k \phi_k U_{ki}$ with $U=\exp(tK)$, and, for the antisymmetric $K$ of a rotation, an operator matrix $Q$ becomes

$$Q(t)=e^{-tK}\,Q\,e^{tK}.$$

The exponential is the full matrix exponential, not a truncated series.

```lean
variable [DecidableEq n]

/-- The transformed operator `Q(t) = exp(-tK) Q exp(tK)`. -/
def rotated (Q K : Matrix n n ℝ) (t : ℝ) : Matrix n n ℝ :=
  NormedSpace.exp (t • (-K)) * Q * NormedSpace.exp (t • K)
```

When $K$ is antisymmetric, $K^T=-K$, the transpose of $U$ is $e^{tK^T}=e^{-tK}$. The exponents $-tK$ and $tK$ commute, so $U^TU=e^{-tK+tK}=1$. The rotated orbitals therefore stay orthonormal, and $Q(t)=U^TQU$.

The proof follows the same route: `hT` identifies the transpose and `hc` supplies the commutation needed to add the exponents.

```lean
/-- For antisymmetric `K` the matrix `U = exp(tK)` is orthogonal and `Q(t) = Uᵀ Q U`. -/
theorem rotated_eq_orthogonal (Q K : Matrix n n ℝ) (hK : Kᵀ = -K) (t : ℝ) :
    (NormedSpace.exp (t • K))ᵀ * NormedSpace.exp (t • K) = 1 ∧
      rotated Q K t = (NormedSpace.exp (t • K))ᵀ * Q * NormedSpace.exp (t • K) := by
  have hT : (NormedSpace.exp (t • K))ᵀ = NormedSpace.exp (t • (-K)) := by
    rw [← Matrix.exp_transpose, Matrix.transpose_smul, hK]
  have hc : Commute (t • (-K)) (t • K) :=
    (((Commute.refl K).neg_left).smul_left t).smul_right t
  refine ⟨?_, by rw [hT, rotated]⟩
  rw [hT, ← Matrix.exp_add_of_commute _ _ hc, smul_neg, neg_add_cancel, NormedSpace.exp_zero]
```

## Two derivatives of the matrix elements

The two exponentials have derivatives $-Ke^{-tK}$ and $e^{tK}K$. The product rule gives

$$\frac{d}{dt}Q(t)=-K\,Q(t)+Q(t)\,K=[Q(t),K].$$

This has the shape of a Heisenberg equation of motion, with $t$ as a rotation parameter instead of time.

In the proof, `h1` and `h2` are the derivatives of the exponentials, `alg` collects the products into a commutator, and the last step passes from the matrix to one element, which is a continuous linear function of it. The Mathlib lemmas used here for the derivative of the exponential require a norm on the matrices. One is chosen inside the proof, and the statement about elements does not depend on it.

```lean
/-- Equation of motion of the matrix elements: `d/dt Q(t) = [Q(t), K]`. -/
theorem hasDerivAt_rotated (Q K : Matrix n n ℝ) (t : ℝ) (i j : n) :
    HasDerivAt (fun s => rotated Q K s i j) (comm (rotated Q K t) K i j) t := by
  have alg : ∀ E' E : Matrix n n ℝ,
      (-K * E') * Q * E + E' * Q * (E * K) = comm (E' * Q * E) K := by
    intro E' E
    unfold comm
    noncomm_ring
  -- any norm on the matrix algebra serves to differentiate the exponential
  let _ : NormedRing (Matrix n n ℝ) := Matrix.linftyOpNormedRing
  let _ : NormedAlgebra ℝ (Matrix n n ℝ) := Matrix.linftyOpNormedAlgebra
  have h1 := hasDerivAt_exp_smul_const K t
  have h2 := hasDerivAt_exp_smul_const' (-K) t
  have h3 : HasDerivAt (fun s => rotated Q K s) (comm (rotated Q K t) K) t :=
    ((h2.mul_const Q).mul h1).congr_deriv (alg _ _)
  exact (LinearMap.toContinuousLinearMap
    (Matrix.entryLinearMap ℝ ℝ i j)).hasFDerivAt.comp_hasDerivAt t h3
```

Since $K$ is constant, a second differentiation acts only on $Q(t)$:

$$\frac{d}{dt}[Q(t),K]_{ij}=\sum_k\big([Q(t),K]_{ik}K_{kj}-K_{ik}[Q(t),K]_{kj}\big)=[[Q(t),K],K]_{ij}.$$

The code differentiates the same finite sum term by term.

```lean
/-- The commutator with the generator evolves by the double commutator:
`d/dt [Q(t), K] = [[Q(t), K], K]`, element by element. -/
theorem hasDerivAt_comm_rotated (Q K : Matrix n n ℝ) (t : ℝ) (i j : n) :
    HasDerivAt (fun s => comm (rotated Q K s) K i j)
      (comm (comm (rotated Q K t) K) K i j) t := by
  have h := HasDerivAt.fun_sum (u := (Finset.univ : Finset n)) fun k _ =>
    ((hasDerivAt_rotated Q K t i k).mul_const (K k j)).fun_sub
      ((hasDerivAt_rotated Q K t k j).const_mul (K i k))
  have e : (fun s => comm (rotated Q K s) K i j) =
      fun s => ∑ k, (rotated Q K s i k * K k j - K i k * rotated Q K s k j) :=
    funext fun s => comm_apply _ _ _ _
  rw [e, comm_apply]
  exact h
```

## Slope and curvature of the measure

By the chain rule, the slope at every $t$ is

$$L'(t)=\sum_a\sum_i 2\,X_a(t)_{ii}\,[X_a(t),K]_{ii}.$$

```lean
/-- The slope of the localisation measure at every point `t` of the path. -/
theorem hasDerivAt_locMeasure (X : ι → Matrix n n ℝ) (K : Matrix n n ℝ) (t : ℝ) :
    HasDerivAt (fun s => locMeasure fun a => rotated (X a) K s)
      (∑ a, ∑ i, 2 * rotated (X a) K t i i * comm (rotated (X a) K t) K i i) t := by
  unfold locMeasure
  refine HasDerivAt.fun_sum fun a _ => HasDerivAt.fun_sum fun i _ => ?_
  exact ((hasDerivAt_rotated (X a) K t i i).fun_pow 2).congr_deriv (by simp)
```

Each term is a product of two functions whose derivatives are known. At $t=0$, where $X_a(0)=X_a$, the product rule gives

$$L''(0)=\sum_a\sum_i\big(2[X_a,K]_{ii}^2+2(X_a)_{ii}[[X_a,K],K]_{ii}\big)=H(K).$$

The theorem says that the function `deriv` of $L$ is itself differentiable at zero, with this value; the right-hand side is `locHessian X K` written out. The slope formula holds at every $t$, so the step `e` can replace `deriv` by the explicit function before the product rule is applied.

Neither symmetry of $X_a$ nor antisymmetry of $K$ is assumed. Without antisymmetry of $K$, however, the path is in general a similarity transformation and not a rotation of orthonormal orbitals.

```lean
/-- The second derivative at `t = 0` of the localisation measure along
`exp(-tK) X_a exp(tK)` is the sum over `a` of
`2 ∑ ([X_a, K]_ii)² + 2 ∑ (X_a)_ii [[X_a, K], K]_ii`. -/
theorem second_derivative_locMeasure (X : ι → Matrix n n ℝ) (K : Matrix n n ℝ) :
    HasDerivAt (deriv fun s => locMeasure fun a => rotated (X a) K s)
      (∑ a, (2 * ∑ i, (comm (X a) K i i) ^ 2
        + 2 * ∑ i, X a i i * comm (comm (X a) K) K i i)) 0 := by
  have e : (deriv fun s => locMeasure fun a => rotated (X a) K s) =
      fun t => ∑ a, ∑ i, 2 * rotated (X a) K t i i * comm (rotated (X a) K t) K i i :=
    funext fun t => (hasDerivAt_locMeasure X K t).deriv
  have h0 : ∀ a, rotated (X a) K 0 = X a := fun a => by simp [rotated]
  rw [e]
  -- product rule, term by term
  have h := HasDerivAt.fun_sum (u := (Finset.univ : Finset ι)) fun a _ =>
    HasDerivAt.fun_sum (u := (Finset.univ : Finset n)) fun i _ =>
      ((hasDerivAt_rotated (X a) K 0 i i).const_mul (2 : ℝ)).fun_mul
        (hasDerivAt_comm_rotated (X a) K 0 i i)
  refine h.congr_deriv ?_
  simp only [h0, Finset.mul_sum, ← Finset.sum_add_distrib]
  refine Finset.sum_congr rfl fun a _ => Finset.sum_congr rfl fun i _ => ?_
  ring
```

For real orbitals in a finite orthonormal set, this is the exact curvature of $L$ along a chosen rotation direction, which a second-order method for maximising $L$ can use. The theorem concerns measures quadratic in the diagonal elements. It does not treat complex orbitals or the convergence of an optimiser.

## Two orbitals, the smallest set that can rotate

With one orbital, an antisymmetric $K$ is zero. With two, write

$$X_a=\begin{pmatrix}p_a&b_a\\ b_a&r_a\end{pmatrix},\qquad K=\kappa\begin{pmatrix}0&1\\-1&0\end{pmatrix}.$$

Direct multiplication gives

$$[X_a,K]=\kappa\begin{pmatrix}-2b_a&p_a-r_a\\ p_a-r_a&2b_a\end{pmatrix},\qquad
[[X_a,K],K]=\kappa^2\begin{pmatrix}-2(p_a-r_a)&-4b_a\\-4b_a&2(p_a-r_a)\end{pmatrix}.$$

The squared diagonal of the first matrix contributes $16\kappa^2b_a^2$. The diagonal of the second, weighted by $p_a$ and $r_a$, contributes $-4\kappa^2(p_a-r_a)^2$. Hence

$$H(K)=\kappa^2\sum_a\big(16b_a^2-4(p_a-r_a)^2\big).$$

The proof expands the sums over two indices and leaves the polynomial identity to `ring`.

```lean
/-- For two orbitals and operators with diagonal elements `p a`, `r a` and coupling `b a`, the
Hessian form is `κ² ∑ (16 b² - 4 (p - r)²)`. -/
theorem locHessian_two_orbitals (p b r : ι → ℝ) (κ : ℝ) :
    locHessian (fun a => !![p a, b a; b a, r a]) !![0, κ; -κ, 0] =
      ∑ a, κ ^ 2 * (16 * b a ^ 2 - 4 * (p a - r a) ^ 2) := by
  unfold locHessian
  refine Finset.sum_congr rfl fun a _ => ?_
  simp only [comm_apply, Fin.sum_univ_two, Matrix.of_apply, Matrix.cons_val_zero,
    Matrix.cons_val_one, Matrix.cons_val', Matrix.cons_val_fin_one]
  ring
```

Let the $X_a$ be the components of position, measured from an inversion centre, and consider two orbitals of opposite parity. Then $p_a=r_a=0$, and the slope $L'(0)=-4\kappa\sum_a b_a(p_a-r_a)$ vanishes. If some $b_a$ is nonzero and $\kappa\neq0$, the curvature is positive. These orbitals are a stationary point but a minimum of the measure along the rotation, which the slope alone does not reveal.

## Operators that are all diagonal

Now let every operator be diagonal in the current orbitals, $(X_a)_{ij}=q_{ai}\delta_{ij}$, and let $K$ be antisymmetric. Then

$$[X_a,K]_{ij}=(q_{ai}-q_{aj})K_{ij},$$

whose diagonal is zero, so the first part of $H$ vanishes. With $K_{ji}=-K_{ij}$, the double commutator has diagonal

$$[[X_a,K],K]_{ii}=-2\sum_j(q_{ai}-q_{aj})K_{ij}^2 .$$

The second part of $H$ is therefore $-4\sum_a\sum_{i,j}q_{ai}(q_{ai}-q_{aj})K_{ij}^2$. Exchanging $i$ and $j$ and averaging the two forms replaces $q_{ai}(q_{ai}-q_{aj})$ by $\tfrac12(q_{ai}-q_{aj})^2$:

$$H(K)=-2\sum_a\sum_{i,j}(q_{ai}-q_{aj})^2K_{ij}^2 .$$

In the proof, `hc` and `hcc` are the two commutator formulas and `hs` is the exchange of labels. The steps `h1` and `h2` evaluate the two parts of the Hessian form.

```lean
/-- If all operators are diagonal in the orbital basis, with diagonal elements `q a i`, the
Hessian form for antisymmetric `K` is `-2 ∑ (q a i - q a j)² K_ij²`. -/
theorem locHessian_diagonal (q : ι → n → ℝ) (K : Matrix n n ℝ) (hK : Kᵀ = -K) :
    locHessian (fun a => diagonal (q a)) K =
      -(2 * ∑ a, ∑ i, ∑ j, (q a i - q a j) ^ 2 * K i j ^ 2) := by
  have hk : ∀ i j, K j i = -K i j := fun i j => by
    have h := congrFun (congrFun hK i) j
    simpa only [Matrix.transpose_apply, Matrix.neg_apply] using h
  have hc : ∀ a i j, comm (diagonal (q a)) K i j = (q a i - q a j) * K i j := by
    intro a i j
    simp only [comm, Matrix.sub_apply, Matrix.diagonal_mul, Matrix.mul_diagonal]
    ring
  have hcc : ∀ a i, comm (comm (diagonal (q a)) K) K i i =
      ∑ j, -2 * ((q a i - q a j) * K i j ^ 2) := by
    intro a i
    rw [comm_apply]
    refine Finset.sum_congr rfl fun j _ => ?_
    rw [hc, hc, hk i j]
    ring
  -- exchanging the two orbital labels symmetrises the double sum
  have hs : ∀ a, ∑ i, ∑ j, (q a i - q a j) ^ 2 * K i j ^ 2 =
      2 * ∑ i, ∑ j, q a i * ((q a i - q a j) * K i j ^ 2) := by
    intro a
    have hswap : ∑ i, ∑ j, q a i * ((q a i - q a j) * K i j ^ 2) =
        ∑ i, ∑ j, q a j * ((q a j - q a i) * K i j ^ 2) := by
      rw [Finset.sum_comm]
      refine Finset.sum_congr rfl fun i _ => Finset.sum_congr rfl fun j _ => ?_
      rw [hk i j]
      ring
    rw [two_mul]
    nth_rewrite 2 [hswap]
    simp only [← Finset.sum_add_distrib]
    refine Finset.sum_congr rfl fun i _ => Finset.sum_congr rfl fun j _ => ?_
    ring
  unfold locHessian
  rw [Finset.mul_sum, ← Finset.sum_neg_distrib]
  refine Finset.sum_congr rfl fun a _ => ?_
  have h1 : ∑ i, (comm (diagonal (q a)) K i i) ^ 2 = 0 :=
    Finset.sum_eq_zero fun i _ => by rw [hc]; ring
  have h2 : ∑ i, diagonal (q a) i i * comm (comm (diagonal (q a)) K) K i i =
      -2 * ∑ i, ∑ j, q a i * ((q a i - q a j) * K i j ^ 2) := by
    simp only [hcc, Matrix.diagonal_apply_eq, Finset.mul_sum]
    refine Finset.sum_congr rfl fun i _ => Finset.sum_congr rfl fun j _ => ?_
    ring
  rw [h1, h2, hs a]
  ring
```

Every term in the last sum is non-negative before the overall minus sign. If $K_{ij}\neq0$ for a pair of orbitals with $q_{ai}\neq q_{aj}$ for some $a$, at least one term is positive and $H(K)<0$. The proof selects that term and bounds the others below by zero, once for each of the three sums.

```lean
/-- For diagonal operators the Hessian form is strictly negative along every antisymmetric `K`
that mixes two orbitals with different diagonal elements of some operator. -/
theorem locHessian_diagonal_neg (q : ι → n → ℝ) (K : Matrix n n ℝ) (hK : Kᵀ = -K)
    (a : ι) (i j : n) (hq : q a i ≠ q a j) (hij : K i j ≠ 0) :
    locHessian (fun a => diagonal (q a)) K < 0 := by
  rw [locHessian_diagonal q K hK, neg_lt_zero]
  have hpos : 0 < (q a i - q a j) ^ 2 * K i j ^ 2 :=
    mul_pos (pow_pos_of_ne hq) (by positivity)
  refine mul_pos two_pos (Finset.sum_pos' (fun b _ => by positivity)
    ⟨a, Finset.mem_univ a, Finset.sum_pos' (fun k _ => by positivity)
      ⟨i, Finset.mem_univ i, Finset.sum_pos' (fun l _ => by positivity)
        ⟨j, Finset.mem_univ j, hpos⟩⟩⟩)
where
  pow_pos_of_ne {x y : ℝ} (h : x ≠ y) : 0 < (x - y) ^ 2 := by
    have h' : x - y ≠ 0 := sub_ne_zero.mpr h
    positivity

end

end LocalisationHessian
```

The slope also vanishes here, because $[X_a,K]_{ii}=0$. The measure thus has a strict local maximum along each such rotation, while a rotation that mixes only orbitals with equal diagonal elements for every operator has zero curvature. Simultaneous diagonality is a real restriction: the position components $x$, $y$ and $z$, projected onto a finite set of orbitals, generally do not commute and then have no common eigenbasis.

```lean
#print axioms LocalisationHessian.rotated_eq_orthogonal
#print axioms LocalisationHessian.second_derivative_locMeasure
#print axioms LocalisationHessian.locHessian_two_orbitals
#print axioms LocalisationHessian.locHessian_diagonal_neg
```

```
'LocalisationHessian.rotated_eq_orthogonal' depends on axioms: [propext, Classical.choice, Quot.sound]
'LocalisationHessian.second_derivative_locMeasure' depends on axioms: [propext, Classical.choice, Quot.sound]
'LocalisationHessian.locHessian_two_orbitals' depends on axioms: [propext, Classical.choice, Quot.sound]
'LocalisationHessian.locHessian_diagonal_neg' depends on axioms: [propext, Classical.choice, Quot.sound]
```
